# A non-interacting spectator in an eigenstate adds no satellites to a fragment's response

**Q:** You represent two distant fragments by a tensor product. Where does that leave the electrons, which are identical, and whose number changes on removal?

**A:** The index types `m` and `n` can label occupation-number bases of two disjoint orbital sets. Each then holds all particle numbers, and pairs in `m × n` label the joint Fock space. A product state \(u\otimes b\) has components \(u_i b_j\).

```lean
import Mathlib

open Matrix
open scoped Kronecker ComplexOrder

noncomputable section

namespace SpectatorFragment

variable {m n : Type*} [Fintype m] [Fintype n]

/-- The product state `u ⊗ b` of two fragments. -/
def prodState (u : m → ℂ) (b : n → ℂ) : m × n → ℂ := fun p => u p.1 * b p.2
```

**Q:** Do operators and overlaps factorise as they should?

**A:** Yes, by separating the double sums. For matrices \(X\), \(Y\) on the two fragments,
\[
\sum_{k,l}X_{ik}Y_{jl}u_kb_l=(Xu)_i(Yb)_j,\qquad
\langle u\otimes b,v\otimes c\rangle=\langle u,v\rangle\langle b,c\rangle .
\]
In Lean, `Finset.sum_mul_sum` expands the products of sums on the right into double sums, which are then compared term by term. The bracket is `star u ⬝ᵥ v`, conjugate-linear on the left.

```lean
/-- A product operator acts on a product state factor by factor. -/
theorem kronecker_mulVec_prodState (X : Matrix m m ℂ) (Y : Matrix n n ℂ)
    (u : m → ℂ) (b : n → ℂ) :
    (X ⊗ₖ Y) *ᵥ prodState u b = prodState (X *ᵥ u) (Y *ᵥ b) := by
  ext ⟨i, j⟩
  simp only [Matrix.mulVec, dotProduct, prodState, Matrix.kroneckerMap_apply,
    Fintype.sum_prod_type, Finset.sum_mul_sum]
  refine Finset.sum_congr rfl fun k _ => Finset.sum_congr rfl fun l _ => ?_
  ring

/-- The overlap of two product states is the product of the fragment overlaps. -/
theorem overlap_prodState (u v : m → ℂ) (b c : n → ℂ) :
    star (prodState u b) ⬝ᵥ prodState v c = (star u ⬝ᵥ v) * (star b ⬝ᵥ c) := by
  simp only [dotProduct, prodState, Pi.star_apply, star_mul',
    Fintype.sum_prod_type, Finset.sum_mul_sum]
  refine Finset.sum_congr rfl fun k _ => Finset.sum_congr rfl fun l _ => ?_
  ring
```

**Q:** And "distant"?

**A:** It means that \(H=A\otimes1+1\otimes B\) has no coupling term. At finite separation, a hole on the active fragment would polarise the spectator; the model leaves that out.

```lean
variable [DecidableEq m] [DecidableEq n]

/-- The Hamiltonian `A ⊗ 1 + 1 ⊗ B` of two fragments that do not interact. -/
def hamiltonian (A : Matrix m m ℂ) (B : Matrix n n ℂ) : Matrix (m × n) (m × n) ℂ :=
  A ⊗ₖ (1 : Matrix n n ℂ) + (1 : Matrix m m ℂ) ⊗ₖ B
```

**Q:** Is the response a true resolvent element, or a sum over assumed poles?

**A:** It is \(\langle x,(z-H)^{-1}x\rangle\), with the matrix inverse. For removal, with operator \(a\), reference state \(\psi\) and reference energy \(E_0\), the function is \(\langle a\psi,(\omega-E_0+H)^{-1}a\psi\rangle\), which is the response of \(-H\) at \(\omega-E_0\).

```lean
/-- The matrix `z - H`, whose inverse is the resolvent. -/
def shift (H : Matrix m m ℂ) (z : ℂ) : Matrix m m ℂ := z • (1 : Matrix m m ℂ) - H

/-- The response `⟨x, (z - H)⁻¹ x⟩`, for `z` not an eigenvalue of `H`. -/
def response (H : Matrix m m ℂ) (z : ℂ) (x : m → ℂ) : ℂ :=
  star x ⬝ᵥ ((shift H z)⁻¹ *ᵥ x)

/-- The removal Green's function `⟨aψ, (ω - E₀ + H)⁻¹ aψ⟩` of a removal operator `a` and a
reference state `ψ` of energy `E₀`, for `E₀ - ω` not an eigenvalue of `H`. -/
def removalGF (H : Matrix m m ℂ) (E₀ : ℝ) (a : Matrix m m ℂ) (ψ : m → ℂ) (ω : ℂ) : ℂ :=
  response (-H) (ω - E₀) (a *ᵥ ψ)
```

**Q:** Where does the spectator drop out?

**A:** When \(Bb=Eb\), for any \(w\) on the active fragment,
\[
(z-H)(w\otimes b)=zw\otimes b-Aw\otimes b-w\otimes Eb=\big((z-E-A)w\big)\otimes b .
\]
The lemma expands both sides with the factorwise rule and compares components.

```lean
/-- If the spectator is in an eigenstate of energy `E`, then `z - H` acts on the product state
as `z - E - A` on the active fragment alone. -/
theorem shift_mulVec_prodState (A : Matrix m m ℂ) {B : Matrix n n ℂ} {b : n → ℂ} {E : ℂ}
    (hB : B *ᵥ b = E • b) (z : ℂ) (w : m → ℂ) :
    shift (hamiltonian A B) z *ᵥ prodState w b = prodState (shift A (z - E) *ᵥ w) b := by
  simp only [shift, hamiltonian, Matrix.sub_mulVec, Matrix.add_mulVec, Matrix.smul_mulVec,
    Matrix.one_mulVec, kronecker_mulVec_prodState, hB]
  ext p
  simp only [prodState, Pi.sub_apply, Pi.add_apply, Pi.smul_apply, smul_eq_mul]
  ring
```

**Q:** You still have to invert that.

**A:** Suppose \(H\) is Hermitian and \(Hv=zv\) with \(v\ne0\). Evaluating \(\langle v,Hv\rangle\) to the right and to the left gives \(z\langle v,v\rangle=\bar z\langle v,v\rangle\), so \(z\) is real. Hence \(z-H\) is invertible at nonreal \(z\). In the code, `h1` and `h2` are the two evaluations.

```lean
/-- For a Hermitian `H` and a nonreal `z`, the matrix `z - H` is invertible. -/
theorem isUnit_shift_of_nonreal {H : Matrix m m ℂ} (hH : H.IsHermitian) {z : ℂ}
    (hz : z.im ≠ 0) : IsUnit (shift H z).det := by
  rw [isUnit_iff_ne_zero]
  intro h
  obtain ⟨v, hv, hv0⟩ := Matrix.exists_mulVec_eq_zero_iff.mpr h
  rw [shift, Matrix.sub_mulVec, Matrix.smul_mulVec, Matrix.one_mulVec, sub_eq_zero] at hv0
  -- evaluate the expectation value of `H` to the right and to the left
  have h1 : star v ⬝ᵥ (H *ᵥ v) = z * (star v ⬝ᵥ v) := by
    rw [← hv0, dotProduct_smul, smul_eq_mul]
  have h2 : star v ⬝ᵥ (H *ᵥ v) = star z * (star v ⬝ᵥ v) := by
    have h3 : star v ᵥ* H = star (H *ᵥ v) := by rw [Matrix.star_mulVec, hH.eq]
    rw [Matrix.dotProduct_mulVec, h3, ← hv0, star_smul, smul_dotProduct, smul_eq_mul]
  have hs : star v ⬝ᵥ v ≠ 0 := fun h0 => hv (dotProduct_star_self_eq_zero.mp h0)
  have h4 : z = star z := mul_right_cancel₀ hs (h1.symm.trans h2)
  have h5 : z.im = -z.im := congrArg Complex.im h4
  exact hz (by linarith)

omit [Fintype m] [Fintype n] in
/-- The Hamiltonian of two Hermitian fragments is Hermitian. -/
theorem hamiltonian_isHermitian {A : Matrix m m ℂ} {B : Matrix n n ℂ}
    (hA : A.IsHermitian) (hB : B.IsHermitian) : (hamiltonian A B).IsHermitian := by
  change (hamiltonian A B)ᴴ = hamiltonian A B
  simp only [hamiltonian, Matrix.conjTranspose_add, Matrix.conjTranspose_kronecker,
    Matrix.conjTranspose_one, hA.eq, hB.eq]
```

**Q:** How does Lean get from a determinant to an eigenvector?

**A:** Through `Matrix.exists_mulVec_eq_zero_iff`: a square matrix has a nonzero null vector exactly when its determinant vanishes. The proof above reads it from determinant to vector. The main theorem below uses both directions, turning a singular fragment matrix into a null vector \(w\), and the null vector \(w\otimes b\) into a singular \(z-H\). This matters because Mathlib's inverse of a singular matrix is zero, so cancelling an inverse requires `IsUnit` of the determinant.

With both inverses available, put \(w=(z-E-A)^{-1}u\). Then \((z-H)(w\otimes b)=u\otimes b\), and therefore \((z-H)^{-1}(u\otimes b)=w\otimes b\).

```lean
/-- With the spectator in an eigenstate `b` of energy `E`, the resolvent of the whole system
acts on `u ⊗ b` as the fragment resolvent at `z - E` acts on `u`, if both resolvents exist. -/
theorem resolvent_prodState {A : Matrix m m ℂ} {B : Matrix n n ℂ} {b : n → ℂ} {E z : ℂ}
    (hB : B *ᵥ b = E • b) (hz : IsUnit (shift (hamiltonian A B) z).det)
    (hzA : IsUnit (shift A (z - E)).det) (u : m → ℂ) :
    (shift (hamiltonian A B) z)⁻¹ *ᵥ prodState u b
      = prodState ((shift A (z - E))⁻¹ *ᵥ u) b := by
  have h := shift_mulVec_prodState A hB z ((shift A (z - E))⁻¹ *ᵥ u)
  rw [Matrix.mulVec_mulVec, Matrix.mul_nonsing_inv _ hzA, Matrix.one_mulVec] at h
  rw [← h, Matrix.mulVec_mulVec, Matrix.nonsing_inv_mul _ hz, Matrix.one_mulVec]
```

**Q:** Do you assume invertibility twice in the main result?

**A:** Only for \(z-H\). Let \(b\) be an eigenstate of \(B\) with energy \(E\), normalised so that \(\langle b,b\rangle=1\). If \((z-E-A)w=0\) with \(w\ne0\), then \(z-H\) annihilates \(w\otimes b\), which is nonzero because its squared norm is \(\langle w,w\rangle\langle b,b\rangle=\langle w,w\rangle\). That is a contradiction. The overlap with \(u\otimes b\) then gives
\[
\langle u\otimes b,(z-H)^{-1}(u\otimes b)\rangle=\langle u,(z-E-A)^{-1}u\rangle .
\]
This version needs no Hermiticity. The second one takes Hermitian fragments, real \(E\) and any nonreal \(z\).

```lean
/-- A spectator in a normalised eigenstate of energy `E` only shifts the energy argument of the
response by `E`, at every `z` for which `z - H` is invertible; `z - E - A` is then invertible. -/
theorem response_spectator {A : Matrix m m ℂ} {B : Matrix n n ℂ} {b : n → ℂ} {E z : ℂ}
    (hB : B *ᵥ b = E • b) (hb : star b ⬝ᵥ b = 1)
    (hz : IsUnit (shift (hamiltonian A B) z).det) (u : m → ℂ) :
    IsUnit (shift A (z - E)).det ∧
      response (hamiltonian A B) z (prodState u b) = response A (z - E) u := by
  have hzA : IsUnit (shift A (z - E)).det := by
    rw [isUnit_iff_ne_zero]
    intro h
    -- a null vector of the fragment would give a null vector of the whole system
    obtain ⟨w, hw, hw0⟩ := Matrix.exists_mulVec_eq_zero_iff.mpr h
    refine hz.ne_zero (Matrix.exists_mulVec_eq_zero_iff.mp ⟨prodState w b, ?_, ?_⟩)
    · intro h0
      have h1 := overlap_prodState w w b b
      rw [h0, dotProduct_zero, hb, mul_one] at h1
      exact hw (dotProduct_star_self_eq_zero.mp h1.symm)
    · rw [shift_mulVec_prodState A hB, hw0]
      ext p
      simp [prodState]
  refine ⟨hzA, ?_⟩
  rw [response, resolvent_prodState hB hz hzA, overlap_prodState, hb, mul_one, response]

/-- For Hermitian fragments, a spectator in a normalised eigenstate of energy `E` and any nonreal
`z`, one has `⟨u ⊗ b, (z - H)⁻¹ (u ⊗ b)⟩ = ⟨u, (z - E - A)⁻¹ u⟩`. -/
theorem response_spectator_of_nonreal {A : Matrix m m ℂ} {B : Matrix n n ℂ} {b : n → ℂ}
    {E : ℝ} {z : ℂ} (hA : A.IsHermitian) (hBh : B.IsHermitian)
    (hB : B *ᵥ b = (E : ℂ) • b) (hb : star b ⬝ᵥ b = 1) (hz : z.im ≠ 0) (u : m → ℂ) :
    response (hamiltonian A B) z (prodState u b) = response A (z - E) u :=
  (response_spectator hB hb
    (isUnit_shift_of_nonreal (hamiltonian_isHermitian hA hBh) hz) u).2
```

**Q:** The argument is still shifted by \(E\). Photoemission peaks shouldn't move.

**A:** They don't, because the reference energy also contains \(E\). Write it as \(E_A+E\). The spectator's energy under \(-H\) is \(-E\), so the fragment argument is \(\omega-(E_A+E)+E=\omega-E_A\).

The removal operator is \(X\otimes P\), where \(P\) can be the fermionic parity that orbital ordering may put on the spectator. It must satisfy \(Pb=sb\) with \(|s|=1\), so \(sb\) is again a normalised eigenstate; `hb'` and `hB'` record this, and `he` does the energy bookkeeping.

For finite, non-interacting fragments, this gives a test of approximate methods: adding such a spectator should leave the spectrum for removal from the active fragment unchanged. The full removal spectrum also gains the peaks for removal from the spectator itself.

```lean
/-- For Hermitian fragments and nonreal `ω`, the removal Green's function is unchanged by a
spectator in a normalised eigenstate `b` of energy `E`, when `E` is added to the reference energy.
The removal operator `X ⊗ P` may carry a factor `P`, such as a fermionic parity, that multiplies `b`
by a phase `s`. -/
theorem removalGF_size_intensive {A X : Matrix m m ℂ} {B P : Matrix n n ℂ} {b : n → ℂ}
    {E : ℝ} {s ω : ℂ} (hA : A.IsHermitian) (hBh : B.IsHermitian)
    (hB : B *ᵥ b = (E : ℂ) • b) (hb : star b ⬝ᵥ b = 1)
    (hP : P *ᵥ b = s • b) (hs : star s * s = 1) (hω : ω.im ≠ 0) (EA : ℝ) (ψ : m → ℂ) :
    removalGF (hamiltonian A B) (EA + E) (X ⊗ₖ P) (prodState ψ b) ω
      = removalGF A EA X ψ ω := by
  have hneg : -hamiltonian A B = hamiltonian (-A) (-B) := by
    ext p q
    simp only [hamiltonian, Matrix.neg_apply, Matrix.add_apply, Matrix.kroneckerMap_apply]
    ring
  -- the spectator state `s • b` is again a normalised eigenstate
  have hb' : star (s • b) ⬝ᵥ (s • b) = 1 := by
    rw [star_smul, smul_dotProduct, dotProduct_smul, hb, smul_eq_mul, smul_eq_mul, mul_one, hs]
  have hB' : (-B) *ᵥ (s • b) = ((-E : ℝ) : ℂ) • (s • b) := by
    rw [Matrix.neg_mulVec, Matrix.mulVec_smul, hB, Complex.ofReal_neg, neg_smul, smul_comm]
  have hω' : (ω - ((EA + E : ℝ) : ℂ)).im ≠ 0 := by
    rwa [Complex.sub_im, Complex.ofReal_im, sub_zero]
  have he : ω - ((EA + E : ℝ) : ℂ) - ((-E : ℝ) : ℂ) = ω - (EA : ℂ) := by
    push_cast
    ring
  rw [removalGF, removalGF, kronecker_mulVec_prodState, hP, hneg,
    response_spectator_of_nonreal hA.neg hBh.neg hB' hb' hω', he]
```

**Q:** What if the spectator isn't in an eigenstate?

**A:** Take \(b=\sum_k c_kv_k\) with orthonormal eigenstates \(v_k\) of energies \(\varepsilon_k\). The resolvent acts on each term separately, and orthonormality removes the cross terms:
\[
\langle u\otimes b,(z-H)^{-1}(u\otimes b)\rangle=\sum_k|c_k|^2\,\langle u,(z-\varepsilon_k-A)^{-1}u\rangle .
\]
Different energies give displaced copies of the fragment response, which the eigenstate condition excludes. The copies arise because one energy argument serves all components of \(b\); they are not extra photoemission peaks. In the correlation function \(\langle a^\dagger(t)\,a(0)\rangle\) for removal from the active fragment, the time evolution of a non-interacting spectator cancels, whatever its normalised state. In the proof, `hR` is the termwise action and `hc` the projection onto \(v_k\).

```lean
/-- For Hermitian fragments, nonreal `z` and a spectator in a superposition `∑ c_k v_k` of
orthonormal eigenstates of energies `ε_k`, the response is the sum of the fragment responses at
`z - ε_k` with weights `|c_k|²`. -/
theorem response_superposition {ι : Type*} [Fintype ι] [DecidableEq ι]
    {A : Matrix m m ℂ} {B : Matrix n n ℂ} {v : ι → n → ℂ} {ε : ι → ℝ} {z : ℂ}
    (hA : A.IsHermitian) (hBh : B.IsHermitian) (hB : ∀ k, B *ᵥ v k = (ε k : ℂ) • v k)
    (hv : ∀ k l, star (v k) ⬝ᵥ v l = if k = l then 1 else 0) (hz : z.im ≠ 0)
    (c : ι → ℂ) (u : m → ℂ) :
    response (hamiltonian A B) z (prodState u (∑ k, c k • v k))
      = ∑ k, (‖c k‖ : ℂ) ^ 2 * response A (z - ε k) u := by
  have hsum : prodState u (∑ k, c k • v k) = ∑ k, c k • prodState u (v k) := by
    ext p
    simp only [prodState, Finset.sum_apply, Pi.smul_apply, smul_eq_mul, Finset.mul_sum]
    exact Finset.sum_congr rfl fun k _ => by ring
  -- the resolvent acts on each spectator eigenstate separately
  have hR : (shift (hamiltonian A B) z)⁻¹ *ᵥ prodState u (∑ k, c k • v k)
      = ∑ k, c k • prodState ((shift A (z - ε k))⁻¹ *ᵥ u) (v k) := by
    rw [hsum, ← Matrix.mulVecLin_apply, map_sum]
    refine Finset.sum_congr rfl fun k _ => ?_
    have hzk : (z - (ε k : ℂ)).im ≠ 0 := by
      rwa [Complex.sub_im, Complex.ofReal_im, sub_zero]
    rw [map_smul, Matrix.mulVecLin_apply, resolvent_prodState (hB k)
      (isUnit_shift_of_nonreal (hamiltonian_isHermitian hA hBh) hz)
      (isUnit_shift_of_nonreal hA hzk)]
  have hc : ∀ k, star (∑ l, c l • v l) ⬝ᵥ v k = star (c k) := by
    intro k
    simp only [star_sum, star_smul, sum_dotProduct, smul_dotProduct, hv, smul_eq_mul,
      mul_ite, mul_one, mul_zero, Finset.sum_ite_eq', Finset.mem_univ, if_true]
  rw [response, hR, dotProduct_sum]
  refine Finset.sum_congr rfl fun k _ => ?_
  have hn : c k * star (c k) = (‖c k‖ : ℂ) ^ 2 := by
    rw [Complex.star_def, Complex.mul_conj, Complex.normSq_eq_norm_sq, Complex.ofReal_pow]
  rw [dotProduct_smul, overlap_prodState, hc, smul_eq_mul, response, ← hn]
  ring

end SpectatorFragment
```

```lean
#print axioms SpectatorFragment.response_spectator_of_nonreal
-- 'SpectatorFragment.response_spectator_of_nonreal' depends on axioms: [propext, Classical.choice, Quot.sound]
#print axioms SpectatorFragment.removalGF_size_intensive
-- 'SpectatorFragment.removalGF_size_intensive' depends on axioms: [propext, Classical.choice, Quot.sound]
#print axioms SpectatorFragment.response_superposition
-- 'SpectatorFragment.response_superposition' depends on axioms: [propext, Classical.choice, Quot.sound]
```
